# Uniqueness and existence criterion for a positive spin-density-wave amplitude at U > 0 and finitely many momenta

At zero temperature, the mean-field theory of a half-filled Hubbard model with a nested band gives a gap equation for the spin-density-wave amplitude \(D\). For a repulsion \(U>0\) and any real band energies \(e_1,\dots,e_L\) with \(L\ge 1\), this equation,
\[
1=\frac{U}{2L}\sum_{k}\frac{1}{\sqrt{e_k^2+D^2}},
\]
has at most one solution \(D>0\). It has one exactly when some \(e_k=0\) or \(\frac{U}{2L}\sum_k 1/|e_k|>1\).

```lean
import Mathlib

open Matrix

namespace SpinDensityWaveGap

noncomputable section

variable {ι : Type*} [Fintype ι]

/-- The mean-field Hamiltonian at one momentum: band energies `ε` and `-ε` coupled by the
spin-density-wave amplitude `D`. -/
def blochHamiltonian (ε D : ℝ) : Matrix (Fin 2) (Fin 2) ℝ := !![ε, -D; -D, -ε]

/-- The quasiparticle energy `√(ε² + D²)`. -/
def quasiEnergy (ε D : ℝ) : ℝ := √(ε ^ 2 + D ^ 2)

/-- The right side of the gap equation, `(U / 2L) ∑ 1 / √(e_k² + D²)`, for `L ≥ 1` momenta
and `e_k`, `D` not both zero for any `k`. -/
def gapFun (U : ℝ) (e : ι → ℝ) (D : ℝ) : ℝ :=
  U / (2 * (Fintype.card ι : ℝ)) * ∑ k, 1 / quasiEnergy (e k) D

/-- The mean-field energy per site, `D² / U - (1 / L) ∑ √(e_k² + D²)`, for `U ≠ 0` and
`L ≥ 1` momenta. -/
def meanFieldEnergy (U : ℝ) (e : ι → ℝ) (D : ℝ) : ℝ :=
  D ^ 2 / U - (∑ k, quasiEnergy (e k) D) / (Fintype.card ι : ℝ)

/-- The roots of the characteristic equation of the mean-field Hamiltonian are plus and minus
the quasiparticle energy. -/
theorem blochHamiltonian_spectrum (ε D x : ℝ) :
    (blochHamiltonian ε D - x • (1 : Matrix (Fin 2) (Fin 2) ℝ)).det = 0 ↔
      x = quasiEnergy ε D ∨ x = -quasiEnergy ε D := by
  have h : (blochHamiltonian ε D - x • (1 : Matrix (Fin 2) (Fin 2) ℝ)).det
      = x ^ 2 - quasiEnergy ε D ^ 2 := by
    rw [quasiEnergy, Real.sq_sqrt (by positivity), blochHamiltonian, Matrix.det_fin_two]
    simp
    ring
  rw [h, sub_eq_zero, sq_eq_sq_iff_eq_or_eq_neg]

/-- For `U > 0` and `D > 0` the slope of the mean-field energy is `2D / U` times one minus the right
side of the gap equation. -/
theorem hasDerivAt_meanFieldEnergy {U D : ℝ} (hU : 0 < U) (hD : 0 < D) (e : ι → ℝ) :
    HasDerivAt (fun x => meanFieldEnergy U e x) (2 * D / U * (1 - gapFun U e D)) D := by
  have hsq : HasDerivAt (fun x : ℝ => x ^ 2) (2 * D) D := by
    simpa using hasDerivAt_pow 2 D
  have hk : ∀ k, HasDerivAt (fun x => quasiEnergy (e k) x)
      (D * (1 / quasiEnergy (e k) D)) D := by
    intro k
    unfold quasiEnergy
    have hne : e k ^ 2 + D ^ 2 ≠ 0 := by positivity
    exact ((hsq.const_add (e k ^ 2)).sqrt hne).congr_deriv (by ring)
  have hs := HasDerivAt.fun_sum (u := Finset.univ) (fun k _ => hk k)
  unfold meanFieldEnergy
  refine ((hsq.div_const U).fun_sub (hs.div_const (Fintype.card ι : ℝ))).congr_deriv ?_
  rw [← Finset.mul_sum, gapFun]
  generalize (∑ k, 1 / quasiEnergy (e k) D) = S
  linear_combination (D * S / (Fintype.card ι : ℝ)) * (mul_inv_cancel₀ hU.ne')

/-- For `U > 0` and at least one momentum, the right side of the gap equation decreases strictly
with the amplitude, starting from any `a ≥ 0` at which all quasiparticle energies are nonzero. -/
theorem gapFun_lt [Nonempty ι] {U a b : ℝ} (hU : 0 < U) (ha : 0 ≤ a) (hab : a < b)
    {e : ι → ℝ} (h : ∀ k, 0 < e k ^ 2 + a ^ 2) : gapFun U e b < gapFun U e a := by
  have hn : (0 : ℝ) < Fintype.card ι := by exact_mod_cast Fintype.card_pos
  unfold gapFun
  refine mul_lt_mul_of_pos_left
    (Finset.sum_lt_sum_of_nonempty Finset.univ_nonempty fun k _ => ?_) (by positivity)
  exact one_div_lt_one_div_of_lt (Real.sqrt_pos.2 (h k))
    (Real.sqrt_lt_sqrt (h k).le (by nlinarith))

/-- For `U > 0` and `D > 0` the right side of the gap equation is at most `U / (2D)`. -/
theorem gapFun_le [Nonempty ι] {U D : ℝ} (e : ι → ℝ) (hU : 0 < U) (hD : 0 < D) :
    gapFun U e D ≤ U / (2 * D) := by
  have hn : (0 : ℝ) < Fintype.card ι := by exact_mod_cast Fintype.card_pos
  have hs : ∑ k, 1 / quasiEnergy (e k) D ≤ ∑ _k : ι, 1 / D :=
    Finset.sum_le_sum fun k _ => one_div_le_one_div_of_le hD
      ((Real.le_sqrt' hD).2 (by nlinarith [sq_nonneg (e k)]))
  rw [Finset.sum_const, Finset.card_univ, nsmul_eq_mul] at hs
  calc gapFun U e D
      ≤ U / (2 * (Fintype.card ι : ℝ)) * ((Fintype.card ι : ℝ) * (1 / D)) :=
        mul_le_mul_of_nonneg_left hs (by positivity)
    _ = U / (2 * D) := by field_simp

/-- If the right side of the gap equation exceeds one at some `a ≥ 0` where all quasiparticle
energies are nonzero, the gap equation has a positive solution. -/
theorem exists_gap_of_one_lt [Nonempty ι] {U a : ℝ} (hU : 0 < U) (ha : 0 ≤ a) {e : ι → ℝ}
    (h : ∀ k, 0 < e k ^ 2 + a ^ 2) (h1 : 1 < gapFun U e a) :
    ∃ D, 0 < D ∧ gapFun U e D = 1 := by
  have hb : gapFun U e (a + U) ≤ 1 :=
    (gapFun_le e hU (by linarith : 0 < a + U)).trans
      (by rw [div_le_one (by linarith)]; linarith)
  have hc : ContinuousOn (gapFun U e) (Set.Icc a (a + U)) := by
    show ContinuousOn (fun x => U / (2 * (Fintype.card ι : ℝ)) *
      ∑ k, 1 / √(e k ^ 2 + x ^ 2)) _
    refine continuousOn_const.mul (continuousOn_finsetSum _ fun k _ => ?_)
    refine continuousOn_const.div (Continuous.continuousOn (by fun_prop)) fun x hx => ?_
    have hax : a ^ 2 ≤ x ^ 2 := pow_le_pow_left₀ ha hx.1 2
    exact (Real.sqrt_pos.2 (by linarith [h k])).ne'
  -- the value one is crossed between `a` and `a + U`
  obtain ⟨D, hD, hD1⟩ := intermediate_value_Icc' (by linarith : a ≤ a + U) hc ⟨hb, h1.le⟩
  refine ⟨D, lt_of_le_of_ne (ha.trans hD.1) fun h0 => ?_, hD1⟩
  have haD : a = D := by linarith [hD.1]
  rw [haD, hD1] at h1
  exact lt_irrefl _ h1

/-- For `U > 0` the spin-density-wave gap equation has at most one positive solution, and it has
one exactly when some band energy vanishes or `(U / 2L) ∑ 1 / |e_k| > 1`. -/
theorem gap_equation [Nonempty ι] {U : ℝ} (hU : 0 < U) (e : ι → ℝ) :
    (∀ D D', 0 < D → 0 < D' → gapFun U e D = 1 → gapFun U e D' = 1 → D = D') ∧
    ((∃ D, 0 < D ∧ gapFun U e D = 1) ↔
      (∃ k, e k = 0) ∨ 1 < U / (2 * (Fintype.card ι : ℝ)) * ∑ k, 1 / |e k|) := by
  have h0 : gapFun U e 0 = U / (2 * (Fintype.card ι : ℝ)) * ∑ k, 1 / |e k| := by
    simp [gapFun, quasiEnergy, Real.sqrt_sq_eq_abs]
  rw [← h0]
  have hpos : ∀ D : ℝ, 0 < D → ∀ k, 0 < e k ^ 2 + D ^ 2 := fun D hD k => by positivity
  have hreg : (¬ ∃ k, e k = 0) → ∀ k, 0 < e k ^ 2 + (0 : ℝ) ^ 2 := fun hz k => by
    have hk : e k ≠ 0 := fun hk => hz ⟨k, hk⟩
    positivity
  refine ⟨fun D D' hD hD' h h' => ?_, ?_, fun h => ?_⟩
  · rcases lt_trichotomy D D' with hlt | heq | hlt
    · linarith [gapFun_lt hU hD.le hlt (hpos D hD)]
    · exact heq
    · linarith [gapFun_lt hU hD'.le hlt (hpos D' hD')]
  · rintro ⟨D, hD, hD1⟩
    by_cases hz : ∃ k, e k = 0
    · exact Or.inl hz
    · exact Or.inr (by linarith [gapFun_lt hU le_rfl hD (hreg hz)])
  · by_cases hz : ∃ k, e k = 0
    · -- a single zero-energy level makes the sum large at small amplitude
      obtain ⟨k, hk⟩ := hz
      have hn : (0 : ℝ) < Fintype.card ι := by exact_mod_cast Fintype.card_pos
      have hc : 0 < U / (2 * (Fintype.card ι : ℝ)) := by positivity
      obtain ⟨a, ha, h2⟩ : ∃ a : ℝ, 0 < a ∧ U / (2 * (Fintype.card ι : ℝ)) * (1 / a) = 2 := by
        generalize U / (2 * (Fintype.card ι : ℝ)) = c at hc
        exact ⟨c / 2, by positivity, by field_simp⟩
      have hq : quasiEnergy (e k) a = a := by
        rw [quasiEnergy, hk]
        simp [Real.sqrt_sq ha.le]
      have hs := Finset.single_le_sum (f := fun k => 1 / quasiEnergy (e k) a)
        (fun i _ => one_div_nonneg.2 (Real.sqrt_nonneg _)) (Finset.mem_univ k)
      simp only [hq] at hs
      have hm := mul_le_mul_of_nonneg_left hs hc.le
      rw [h2] at hm
      refine exists_gap_of_one_lt hU ha.le (hpos a ha) ?_
      unfold gapFun
      linarith
    · exact exists_gap_of_one_lt hU le_rfl (hreg hz) (h.resolve_left hz)

/-- A positive solution of the gap equation minimises the mean-field energy over all real
amplitudes. -/
theorem meanFieldEnergy_le_of_gap {U D : ℝ} (hU : 0 < U) (hD : 0 < D) {e : ι → ℝ}
    (hgap : gapFun U e D = 1) (x : ℝ) : meanFieldEnergy U e D ≤ meanFieldEnergy U e x := by
  -- the square root lies below its tangent, as a function of the squared amplitude
  have hk : ∀ k, quasiEnergy (e k) x ≤
      quasiEnergy (e k) D + (x ^ 2 - D ^ 2) / 2 * (1 / quasiEnergy (e k) D) := by
    intro k
    have hs : 0 < quasiEnergy (e k) D := Real.sqrt_pos.2 (by positivity)
    have hs2 : quasiEnergy (e k) D ^ 2 = e k ^ 2 + D ^ 2 := Real.sq_sqrt (by positivity)
    have ht2 : quasiEnergy (e k) x ^ 2 = e k ^ 2 + x ^ 2 := Real.sq_sqrt (by positivity)
    have hxd : x ^ 2 - D ^ 2 = quasiEnergy (e k) x ^ 2 - quasiEnergy (e k) D ^ 2 := by
      linarith
    rw [hxd]
    generalize quasiEnergy (e k) D = s at hs
    generalize quasiEnergy (e k) x = t
    have hid : s + (t ^ 2 - s ^ 2) / 2 * (1 / s) - t = (t - s) ^ 2 / (2 * s) := by
      field_simp
      ring
    have hnn : 0 ≤ (t - s) ^ 2 / (2 * s) := by positivity
    linarith
  have hsum := Finset.sum_le_sum (s := Finset.univ) fun k _ => hk k
  rw [Finset.sum_add_distrib, ← Finset.mul_sum] at hsum
  unfold gapFun at hgap
  unfold meanFieldEnergy
  generalize (∑ k, 1 / quasiEnergy (e k) D) = S at hsum hgap
  have hS : S / (2 * (Fintype.card ι : ℝ)) = 1 / U := by
    rw [eq_div_iff hU.ne']
    linear_combination hgap
  have h2 := div_le_div_of_nonneg_right hsum (Nat.cast_nonneg (α := ℝ) (Fintype.card ι))
  have h3 : (∑ k, quasiEnergy (e k) D + (x ^ 2 - D ^ 2) / 2 * S) / (Fintype.card ι : ℝ)
      = (∑ k, quasiEnergy (e k) D) / (Fintype.card ι : ℝ) + (x ^ 2 / U - D ^ 2 / U) := by
    linear_combination (x ^ 2 - D ^ 2) * hS
  linarith

/-- For a flat band at zero energy, a positive amplitude solves the gap equation exactly when
it equals `U / 2`. -/
theorem flat_band_gap [Nonempty ι] {U D : ℝ} (hD : 0 < D) :
    gapFun U (fun _ : ι => 0) D = 1 ↔ D = U / 2 := by
  have hn : (0 : ℝ) < Fintype.card ι := by exact_mod_cast Fintype.card_pos
  have hq : quasiEnergy 0 D = D := by simp [quasiEnergy, Real.sqrt_sq hD.le]
  have h : gapFun U (fun _ : ι => 0) D = U / (2 * D) := by
    simp only [gapFun, hq, Finset.sum_const, Finset.card_univ, nsmul_eq_mul]
    field_simp
  rw [h, div_eq_iff (by positivity)]
  constructor <;> intro h' <;> linarith

end

end SpinDensityWaveGap
```

```lean
#print axioms SpinDensityWaveGap.hasDerivAt_meanFieldEnergy
-- 'SpinDensityWaveGap.hasDerivAt_meanFieldEnergy' depends on axioms: [propext, Classical.choice, Quot.sound]
#print axioms SpinDensityWaveGap.gap_equation
-- 'SpinDensityWaveGap.gap_equation' depends on axioms: [propext, Classical.choice, Quot.sound]
#print axioms SpinDensityWaveGap.meanFieldEnergy_le_of_gap
-- 'SpinDensityWaveGap.meanFieldEnergy_le_of_gap' depends on axioms: [propext, Classical.choice, Quot.sound]
#print axioms SpinDensityWaveGap.flat_band_gap
-- 'SpinDensityWaveGap.flat_band_gap' depends on axioms: [propext, Classical.choice, Quot.sound]
```

## The staggered moment and its energy

The equation comes from the half-filled Hubbard model on a periodic bipartite lattice with one site per unit cell and \(L\) sites in all. Give site \(i\) the sign \(s_i=\pm1\) according to its sublattice, and assume the mean occupations \(\langle n_{i\uparrow}\rangle=\tfrac12+s_im\) and \(\langle n_{i\downarrow}\rangle=\tfrac12-s_im\), with a staggered moment \(m\). The mean-field replacement
\[
Un_{i\uparrow}n_{i\downarrow}\;\to\;U\bigl(n_{i\uparrow}\langle n_{i\downarrow}\rangle+n_{i\downarrow}\langle n_{i\uparrow}\rangle-\langle n_{i\uparrow}\rangle\langle n_{i\downarrow}\rangle\bigr)
\]
then gives spin-up electrons the potential \(-s_iD\), with \(D=Um\), apart from a uniform shift. This potential couples the momentum \(k\) to \(k+Q\), where \(Q\) is the wave vector of the staggered pattern. If the band is nested, \(e_{k+Q}=-e_k\), the problem at each momentum is
\[
\begin{pmatrix} e_k&-D\\-D&-e_k\end{pmatrix},
\qquad\text{with eigenvalues }\pm E_k(D),\quad E_k(D)=\sqrt{e_k^2+D^2}.
\]
Spin-down electrons see the opposite sign of \(D\) and have the same spectrum.

At half filling and zero temperature the lower level of every pair is occupied. Each pair \(\{k,k+Q\}\) contributes \(-E_k\) for each of the two spins, which amounts to one term \(-E_k\) for each of the \(L\) momenta. The last term of the replacement contributes \(Um^2=D^2/U\) per site. Up to a constant, the energy per site is
\[
F(D)=\frac{D^2}{U}-\frac1L\sum_kE_k(D).
\]

## How the Lean statements express this

The file starts after the mean-field replacement: the matrix and the energy are definitions there, and their derivation from the Hubbard Hamiltonian is not formalised. The momenta form a finite type `ι`, `Fintype.card ι` is \(L\), and `[Nonempty ι]` says that \(L\ge1\). The energies `e : ι → ℝ` are arbitrary real numbers, so the theorems assume neither nesting nor a particular dispersion; nesting was used above to obtain the matrix.

The definition `blochHamiltonian` is the matrix above, `quasiEnergy (e k) D` is \(E_k(D)\), and `meanFieldEnergy U e D` is \(F(D)\). The right side of the gap equation is `gapFun U e D`, written \(G(D)\) below.

The main theorem, `gap_equation`, has two parts. The first says that two positive amplitudes that both satisfy `gapFun U e D = 1` are equal. The second is the equivalence between the existence of such an amplitude and the criterion on the band energies. Lean evaluates \(1/|e_k|\) as zero when \(e_k=0\), which does no harm here because the first alternative of the criterion already covers that case.

For a nested, half-filled Hubbard cluster of finite size, treated in Hartree–Fock with only this staggered order, the criterion tells in advance whether a nonzero moment can be self-consistent. One level at zero energy suffices for every \(U>0\); otherwise \(U\) must exceed \(2L/\sum_k1/|e_k|\). The theorems concern neither the limit \(L\to\infty\) nor nonzero temperature, other kinds of order or the exact ground state.

## The gap equation as a stationarity condition

The eigenvalues follow from the determinant. For a real number \(x\),
\[
(e_k-x)(-e_k-x)-D^2=x^2-(e_k^2+D^2),
\]
which vanishes exactly when \(x=\pm E_k(D)\). In `blochHamiltonian_spectrum`, `Matrix.det_fin_two` expands the determinant, and `sq_eq_sq_iff_eq_or_eq_neg` turns the equality of squares into the two signs.

For \(D>0\) every \(E_k(D)\) is positive and has derivative \(D/E_k(D)\). Hence
\[
F'(D)=\frac{2D}{U}-\frac{D}{L}\sum_k\frac1{E_k(D)}
=\frac{2D}{U}\bigl(1-G(D)\bigr).
\]
A positive amplitude is therefore stationary exactly when it solves the gap equation. This is also the condition of self-consistency: the occupied lower levels carry the staggered moment \(\frac1{2L}\sum_kD/E_k(D)\), and setting it equal to the assumed \(m=D/U\) gives \(G(D)=1\). The lemma `hasDerivAt_meanFieldEnergy` differentiates each square root, adds the results, and recovers \(G\) by the same algebra.

## Why there is at most one positive solution

Let \(0\le a<b\), and suppose that no \(E_k(a)\) vanishes. Then \(0<E_k(a)<E_k(b)\) for every \(k\), so each reciprocal decreases strictly. Summing over at least one momentum and multiplying by \(U/(2L)>0\) gives \(G(b)<G(a)\). This is `gapFun_lt`, where `Real.sqrt_lt_sqrt` compares the roots, `one_div_lt_one_div_of_lt` reverses the inequality, and `Finset.sum_lt_sum_of_nonempty` adds the terms.

If two different positive amplitudes solved the equation, the larger would have a strictly smaller \(G\), although both values are one. The proof of `gap_equation` separates the possible orderings with `lt_trichotomy` and refutes the two strict ones in this way.

The same comparison shows that the criterion is necessary. Suppose that \(D>0\) is a solution and no \(e_k\) vanishes. Then \(a=0\) is allowed, and
\[
\frac{U}{2L}\sum_k\frac1{|e_k|}=G(0)>G(D)=1.
\]

## Why the criterion produces a solution

Since \(E_k(D)\ge D\) for \(D>0\),
\[
G(D)\le\frac{U}{2L}\cdot\frac{L}{D}=\frac{U}{2D}.
\]
This bound is `gapFun_le`. Now suppose that \(G(a)>1\) at some \(a\ge0\) where no \(E_k(a)\) vanishes. At \(a+U\) the bound gives
\[
G(a+U)\le\frac{U}{2(a+U)}\le1.
\]
On the interval \([a,a+U]\) all denominators stay positive, so \(G\) is continuous and takes the value one at some \(D\) in the interval. This \(D\) is not \(a\), because \(G(a)>1\), and so \(D>a\ge0\). In `exists_gap_of_one_lt`, `intermediate_value_Icc'` supplies the crossing for end values in descending order.

It remains to find a suitable \(a\). If no \(e_k\) vanishes, the criterion says that \(G(0)>1\), and \(a=0\) works. If some \(e_k=0\), take \(a=U/(4L)\). That momentum alone contributes
\[
\frac{U}{2L}\cdot\frac1a=2,
\]
and the other terms are nonnegative, so \(G(a)\ge2>1\). The Lean proof uses the same \(a\), written as half of \(U/(2L)\), and `Finset.single_le_sum` bounds the whole sum below by the single term.

## The solution minimises the energy

Let \(D>0\) solve the gap equation, and let \(x\) now be any real trial amplitude. With \(s=E_k(D)>0\) and \(t=E_k(x)\),
\[
s+\frac{t^2-s^2}{2s}-t=\frac{(t-s)^2}{2s}\ge0 .
\]
Because \(t^2-s^2=x^2-D^2\), this says that
\[
E_k(x)\le E_k(D)+\frac{x^2-D^2}{2E_k(D)}.
\]
The square root, as a function of the squared amplitude, lies below its tangent. Averaging over \(k\) and using the gap equation in the form \(\frac1{2L}\sum_k1/E_k(D)=1/U\) gives
\[
\frac1L\sum_kE_k(x)\le\frac1L\sum_kE_k(D)+\frac{x^2-D^2}{U},
\]
which rearranges to \(F(D)\le F(x)\). This is `meanFieldEnergy_le_of_gap`: `hk` is the tangent inequality, `hS` the rewritten gap equation, and `h3` the averaged right side. Taking \(x=0\) shows that the ordered state is never higher in mean-field energy than the state without a moment.

For a flat band at zero energy, every \(E_k(D)\) equals \(D\). The equation becomes \(U/(2D)=1\), so \(D=U/2\), as `flat_band_gap` states. This corresponds to \(m=\tfrac12\), the fully polarised staggered moment.

## Counter-examples without the sign conditions

Take two momenta with \(e_1=e_2=0\), as for two sites without hopping. If \(U=-1\), the criterion is met because a band energy vanishes, but the right side of the gap equation is \(-1/(2D)\), which is negative for every \(D>0\). Existence therefore fails without \(U>0\).

If \(U=2\) and negative amplitudes are admitted, the equation reads \(1=1/|D|\) and has the two solutions \(D=1\) and \(D=-1\). Uniqueness therefore fails when both signs are admitted; the two signs describe the same pattern with the sublattices exchanged.
